# For ε uniform on [−W/2, W/2], t² divided by the geometric mean of ε² is (2et/W)²

The declaration states that, for positive real t and W, the exponential of log t² − `meanLog W 0` equals (2et/W)². Here `meanLog W a` is defined by a closed formula, which is the average of log(ε² + a²) for a real energy ε distributed uniformly on [−W/2, W/2]; the lemma uses the formula at a = 0 and does not prove that it is this average. In physical terms, it compares t² with the geometric mean of ε² under such disorder. The proof reduces `meanLog W 0` to log((W/2)²) − 2, writes e² as the square of `Real.exp 1`, turns exponentials of differences into quotients, cancels each exponential against its logarithm, and leaves the remaining identity to `ring`.

This version doesn't compile in Lean 4 with Mathlib:

```lean
import Mathlib

open MeasureTheory Filter
open scoped Real Topology

namespace TypicalMediumThreshold

noncomputable section

/-- Closed expression for the disorder average of `log (ε² + a²)`, for `W > 0` and `a ≥ 0`. -/
def meanLog (W a : ℝ) : ℝ :=
  Real.log ((W / 2) ^ 2 + a ^ 2) - 2 + 4 * a / W * (π / 2 - Real.arctan (2 * a / W))

/-- The value of `meanLog` at `a = 0`, combined with `log t²`, exponentiates to `(2et/W)²`. -/
theorem exp_sub_meanLog_zero {t W : ℝ} (ht : 0 < t) (hW : 0 < W) :
    Real.exp (Real.log (t ^ 2) - meanLog W 0) = (2 * Real.exp 1 * t / W) ^ 2 := by
  have h0 : meanLog W 0 = Real.log ((W / 2) ^ 2) - 2 := by simp [meanLog]
  have h2 : Real.exp 2 = Real.exp 1 ^ 2 := by
    rw [← Real.exp_nat_mul]
    norm_num
  rw [h0, Real.exp_sub, Real.exp_sub, Real.exp_log (by positivity),
    Real.exp_log (by positivity), h2]
  ring

end

end TypicalMediumThreshold
```

Compiling this gives:

```
Try this:
  [apply] ring_nf
  
  The `ring` tactic failed to close the goal. Use `ring_nf` to obtain a normal form.
    
  Note that `ring` works primarily in *commutative* rings. If you have a noncommutative ring, abelian group or module, consider using `noncomm_ring`, `abel` or `module` instead.
Main.lean:16:80: error: unsolved goals
t W : ℝ
ht : 0 < t
hW : 0 < W
h0 : meanLog W 0 = Real.log ((W / 2) ^ 2) - 2
h2 : rexp 2 = rexp 1 ^ 2
⊢ t ^ 2 * W⁻¹ ^ 2 * (rexp 1)⁻¹⁻¹ ^ 2 * 4 = t ^ 2 * rexp 1 ^ 2 * W⁻¹ ^ 2 * 4
```

What went wrong. The error reports that the goal is still open after `ring`, and the "Try this" message only offers `ring_nf` as a way to see the normal form. No analytic step is at fault: `h0` and `h2` are proved, and the rewrites go through.

They leave t² / ((W/2)² / e²) on the left, with e written as `rexp 1`. This is a quotient whose denominator is itself a quotient, so e is inverted twice. In the goal that remains, `ring` has kept the double inverse as `(rexp 1)⁻¹⁻¹` and has not reduced it to `rexp 1`, which stands on the right. The two sides are equal, but their normal forms differ in that factor.

The repair adds `div_div_eq_mul_div`, which rewrites a / (b / c) as a * c / b. The left side becomes t² * e² / (W/2)², where e is no longer inverted, and `ring` then closes the goal.

The repair, with which the file compiles:

```diff
@@ -20,5 +20,5 @@
     norm_num
   rw [h0, Real.exp_sub, Real.exp_sub, Real.exp_log (by positivity),
-    Real.exp_log (by positivity), h2]
+    Real.exp_log (by positivity), h2, div_div_eq_mul_div]
   ring
 
```
